# For U ≠ 0, the KI levels of a filled dimer depend on the orbital angle, while its density matrix does not

The KI (Koopmans-integral) correction to orbital energies is modelled here as a matrix added to a fixed one-electron matrix h. Each filled orbital φᵢ contributes its projector, multiplied by a scalar shift:

H = h − (U/2) Σᵢ Sᵢ φᵢφᵢᵀ, Sᵢ = Σᵣ φᵢ(r)⁴

Here r runs over sites and U is the on-site repulsion. The postulated shift −(U/2)Sᵢ is minus the orbital's own Hartree energy. Orbitals are real and belong to one spin channel. The KI correction of empty orbitals, screening, exchange-correlation, orbital optimisation and self-consistency are left out.

```lean
import Mathlib

open Matrix Real

namespace KoopmansDimer

noncomputable section

variable {ι n : Type*} [Fintype ι] [Fintype n]
```

The self-Hartree sum Sᵢ is `selfHartree`.

```lean
/-- The self-Hartree sum of a real orbital: the sum over sites of its fourth powers. -/
def selfHartree (φ : n → ℝ) : ℝ := ∑ r, φ r ^ 4
```

The outer product is a projector when the orbital is normalised, as all the concrete orbitals below are.

```lean
/-- The outer product of a real orbital with itself, as a matrix on the sites. For a normalized
orbital it is the projector onto that orbital. -/
def projector (φ : n → ℝ) : Matrix n n ℝ := Matrix.vecMulVec φ φ

/-- The density matrix of a family of filled orbitals. -/
def densityMatrix (φ : ι → n → ℝ) : Matrix n n ℝ := ∑ i, projector (φ i)

/-- The one-electron matrix `h` with the KI shift `-(U/2) ∑ φ⁴` added on the projector of
each filled orbital. -/
def kiHamiltonian (h : Matrix n n ℝ) (U : ℝ) (φ : ι → n → ℝ) : Matrix n n ℝ :=
  h + ∑ i, (-(U / 2) * selfHartree (φ i)) • projector (φ i)
```

A level is a real eigenvalue; `IsLevel` does not record multiplicity.

```lean
/-- A real number `E` is a level of `H` if some nonzero vector satisfies `H v = E v`. -/
def IsLevel (H : Matrix n n ℝ) (E : ℝ) : Prop := ∃ v : n → ℝ, v ≠ 0 ∧ H *ᵥ v = E • v
```

Sites and orbitals are numbered from 0. The dimer orbitals are φ₀ = (cos x, sin x) and φ₁ = (−sin x, cos x), with hopping −t between the sites. The three-site orbitals serve as a counter-example at the end.

```lean
/-- The two filled dimer orbitals, rotated by the angle `x`. -/
def dimerOrbitals (x : ℝ) : Fin 2 → Fin 2 → ℝ :=
  ![![cos x, sin x], ![-sin x, cos x]]

/-- The dimer Hamiltonian with hopping `-t`. -/
def dimerHopping (t : ℝ) : Matrix (Fin 2) (Fin 2) ℝ := !![0, -t; -t, 0]

/-- Three filled orbitals on three sites: one sits on the first site, the other two are
rotated by the angle `x` on the remaining sites. -/
def trimerOrbitals (x : ℝ) : Fin 3 → Fin 3 → ℝ :=
  ![![1, 0, 0], ![0, cos x, sin x], ![0, -sin x, cos x]]
```

## Equal self-Hartree sums

The hypothesis `hs` says that all filled orbitals are equally localised, as measured by their fourth powers. If every Sᵢ equals S, the shift comes out of the sum:

−(U/2) Σᵢ Sᵢ φᵢφᵢᵀ = −(U/2) S Σᵢ φᵢφᵢᵀ

The KI term is then a multiple of the density matrix. In the proof, `simp only` uses `hs` to make this replacement and factors out the scalar; `module` rearranges the rest.

```lean
/-- If all filled orbitals have the same self-Hartree sum `s`, the KI term is
`-(U/2) s` times the density matrix. -/
theorem kiHamiltonian_of_equal_selfHartree (h : Matrix n n ℝ) (U s : ℝ) (φ : ι → n → ℝ)
    (hs : ∀ i, selfHartree (φ i) = s) :
    kiHamiltonian h U φ = h - (U / 2 * s) • densityMatrix φ := by
  simp only [kiHamiltonian, densityMatrix, hs, ← Finset.smul_sum]
  module
```

Without equal sums, each projector keeps its own weight, and the density matrix no longer fixes the form of the term.

## Both dimer orbitals filled

Filling both orbitals fills the whole two-site space. The diagonal entries of φ₀φ₀ᵀ + φ₁φ₁ᵀ are cos²x + sin²x = 1, and the off-diagonal ones are cos x sin x − sin x cos x = 0. The proof checks the same four entries.

```lean
/-- The density matrix of the two filled dimer orbitals is the identity for every angle. -/
theorem densityMatrix_dimer (x : ℝ) : densityMatrix (dimerOrbitals x) = 1 := by
  ext i j
  fin_cases i <;> fin_cases j <;>
    simp [densityMatrix, projector, dimerOrbitals, Fin.sum_univ_two] <;>
    nlinarith [sin_sq_add_cos_sq x]
```

Both orbitals also have the same sum:

S = cos⁴x + sin⁴x = (cos²x + sin²x)² − 2 sin²x cos²x = 1 − sin²(2x)/2

The `linear_combination` steps obtain this from sin²x + cos²x = 1.

```lean
/-- Each of the two dimer orbitals has the self-Hartree sum `1 - sin²(2x)/2`. -/
theorem selfHartree_dimer (x : ℝ) (i : Fin 2) :
    selfHartree (dimerOrbitals x i) = 1 - sin (2 * x) ^ 2 / 2 := by
  have h0 : ∀ a b : ℝ, selfHartree ![a, b] = a ^ 4 + b ^ 4 := by
    intro a b
    simp [selfHartree, Fin.sum_univ_two]
  fin_cases i
  · change selfHartree ![cos x, sin x] = _
    rw [h0, sin_two_mul]
    linear_combination (sin x ^ 2 + cos x ^ 2 + 1) * sin_sq_add_cos_sq x
  · change selfHartree ![-sin x, cos x] = _
    rw [h0, sin_two_mul]
    linear_combination (sin x ^ 2 + cos x ^ 2 + 1) * sin_sq_add_cos_sq x
```

Together these facts turn the KI term into a rigid shift, for any h.

```lean
/-- For any one-electron matrix `h` on the dimer, the KI term of the two filled orbitals is a
multiple of the identity, with the factor `-(U/2)(1 - sin²(2x)/2)`. -/
theorem kiHamiltonian_dimer (h : Matrix (Fin 2) (Fin 2) ℝ) (U x : ℝ) :
    kiHamiltonian h U (dimerOrbitals x) =
      h - (U / 2 * (1 - sin (2 * x) ^ 2 / 2)) • (1 : Matrix (Fin 2) (Fin 2) ℝ) := by
  rw [kiHamiltonian_of_equal_selfHartree h U _ _ (selfHartree_dimer x), densityMatrix_dimer]
```

With only φ₀ filled and U ≠ 0, the rigidity is lost: at x = 0 the term of this model, which leaves the empty orbital uncorrected, is diag(−U/2, 0).

## Hopping between equivalent sites

The matrix `dimerHopping t` describes two sites of equal energy. Write Δ = (U/2)S for the lowering, called `s` in the next two proofs. The eigenvalue equations for v = (v₀, v₁) are

−t v₁ − Δ v₀ = E v₀
−t v₀ − Δ v₁ = E v₁

```lean
/-- The action of the hopping Hamiltonian, lowered by a constant `s`, on a dimer vector. -/
theorem shifted_hopping_mulVec (t s : ℝ) (v : Fin 2 → ℝ) :
    (dimerHopping t - s • (1 : Matrix (Fin 2) (Fin 2) ℝ)) *ᵥ v =
      ![-t * v 1 - s * v 0, -t * v 0 - s * v 1] := by
  ext i
  fin_cases i <;>
    simp [dimerHopping, Matrix.mulVec, dotProduct, Fin.sum_univ_two] <;> ring
```

Eliminating one component at a time gives

(E + Δ − t)(E + Δ + t) v₀ = 0
(E + Δ − t)(E + Δ + t) v₁ = 0

Since v ≠ 0, E must be t − Δ or −t − Δ. The proof does this elimination in `e0` and `e1`. Conversely, (1, −1)/√2 has the level t − Δ and (1, 1)/√2 has −t − Δ; Lean uses the unnormalised vectors.

```lean
/-- The levels of the KI Hamiltonian of the dimer are exactly
`t - (U/2)(1 - sin²(2x)/2)` and `-t - (U/2)(1 - sin²(2x)/2)`. -/
theorem isLevel_kiHamiltonian_dimer_iff (t U x E : ℝ) :
    IsLevel (kiHamiltonian (dimerHopping t) U (dimerOrbitals x)) E ↔
      E = t - U / 2 * (1 - sin (2 * x) ^ 2 / 2) ∨
      E = -t - U / 2 * (1 - sin (2 * x) ^ 2 / 2) := by
  rw [kiHamiltonian_dimer]
  generalize U / 2 * (1 - sin (2 * x) ^ 2 / 2) = s
  constructor
  · rintro ⟨v, hv, h⟩
    rw [shifted_hopping_mulVec] at h
    have h0 : -t * v 1 - s * v 0 = E * v 0 := congrFun h 0
    have h1 : -t * v 0 - s * v 1 = E * v 1 := congrFun h 1
    by_contra hne
    -- away from the two levels the secular determinant does not vanish
    have hp : (E + s - t) * (E + s + t) ≠ 0 :=
      mul_ne_zero (fun h => hne (Or.inl (by linarith)))
        (fun h => hne (Or.inr (by linarith)))
    have e0 : (E + s - t) * (E + s + t) * v 0 = 0 := by
      linear_combination -(E + s) * h0 + t * h1
    have e1 : (E + s - t) * (E + s + t) * v 1 = 0 := by
      linear_combination -(E + s) * h1 + t * h0
    apply hv
    ext i
    fin_cases i
    · exact (mul_eq_zero.mp e0).resolve_left hp
    · exact (mul_eq_zero.mp e1).resolve_left hp
  · -- the odd and even combinations of the two sites are eigenvectors
    rintro (rfl | rfl)
    · refine ⟨![1, -1], fun h => by simpa using congrFun h 0, ?_⟩
      rw [shifted_hopping_mulVec]
      ext i
      fin_cases i <;> simp
      ring
    · refine ⟨![1, 1], fun h => by simpa using congrFun h 0, ?_⟩
      rw [shifted_hopping_mulVec]
      ext i
      fin_cases i <;> simp
```

Unequal site energies would replace ±t by the eigenvalues of the new h, with the same lowering Δ. For U ≠ 0, then, the levels of this non-self-consistent dimer are not determined by h, U and the density matrix alone: they also depend on the angle of the filled orbitals.

## A nonzero repulsion

The hypothesis `hU` says that the self-interaction shift is present. Equating the KI Hamiltonians at angles x and y and comparing their first diagonal entries gives

U (sin²(2x) − sin²(2y)) = 0

Dividing by U leaves equal values of sin²(2x) and sin²(2y). The proof does the same with `e0`, `e1` and `hU`.

```lean
/-- For `U ≠ 0`, two angles give the same KI Hamiltonian on the dimer exactly when their
values of `sin²(2x)` agree. -/
theorem kiHamiltonian_dimer_eq_iff (h : Matrix (Fin 2) (Fin 2) ℝ) {U : ℝ} (hU : U ≠ 0)
    (x y : ℝ) :
    kiHamiltonian h U (dimerOrbitals x) = kiHamiltonian h U (dimerOrbitals y) ↔
      sin (2 * x) ^ 2 = sin (2 * y) ^ 2 := by
  rw [kiHamiltonian_dimer, kiHamiltonian_dimer]
  constructor
  · intro e
    have e0 := congrFun (congrFun e 0) 0
    simp only [Matrix.sub_apply, Matrix.smul_apply, Matrix.one_apply_eq, smul_eq_mul,
      mul_one] at e0
    have e1 : U * (sin (2 * x) ^ 2 - sin (2 * y) ^ 2) = 0 := by
      linear_combination 4 * e0
    exact sub_eq_zero.mp ((mul_eq_zero.mp e1).resolve_left hU)
  · intro e
    rw [e]
```

At U = 0 the equivalence fails: x = 0 and y = π/4 give the same Hamiltonian but different values, 0 and 1.

## Unequal localisation on three sites

Now one orbital sits on site 0 and two are mixed over sites 1 and 2. The density matrix is still the identity, but the self-Hartree sums are 1, S and S, so the KI term is

−(U/2) diag(1, S, S)

For this to be a multiple of the identity, its first two diagonal entries must agree, which requires U sin²(2x) = 0. The hypotheses `hU` and `hx` exclude this; `hx` says that the two orbitals are genuinely mixed and not each on one site. The proof compares the same entries and reaches the contradiction in `key`.

```lean
/-- On three sites the three filled orbitals also have the identity as density matrix, but for
`U ≠ 0` and `sin(2x) ≠ 0` their KI term is not a multiple of the identity. -/
theorem trimer_shift_not_rigid (h : Matrix (Fin 3) (Fin 3) ℝ) {U x : ℝ} (hU : U ≠ 0)
    (hx : sin (2 * x) ≠ 0) :
    densityMatrix (trimerOrbitals x) = 1 ∧
      ∀ c : ℝ, kiHamiltonian h U (trimerOrbitals x) ≠
        h + c • (1 : Matrix (Fin 3) (Fin 3) ℝ) := by
  constructor
  · ext i j
    fin_cases i <;> fin_cases j <;>
      simp [densityMatrix, projector, trimerOrbitals, Fin.sum_univ_three] <;>
      nlinarith [sin_sq_add_cos_sq x]
  · intro c e
    -- compare the diagonal entries on the first and second site
    have e0 := congrFun (congrFun e 0) 0
    have e1 := congrFun (congrFun e 1) 1
    simp [kiHamiltonian, selfHartree, projector, trimerOrbitals,
      Fin.sum_univ_three] at e0 e1
    have key : U * sin (2 * x) ^ 2 = 0 := by
      rw [sin_two_mul]
      linear_combination 4 * e1 - 4 * e0 +
        2 * U * (sin x ^ 2 + cos x ^ 2 + 1 + cos x ^ 4 + sin x ^ 4) * sin_sq_add_cos_sq x
    exact mul_ne_zero hU (pow_ne_zero 2 hx) key

end

end KoopmansDimer
```

At x = π/4 the term is −(U/2) diag(1, 1/2, 1/2), a concrete failure of rigidity when the sums differ. If `hx` is dropped, x = 0 makes all three sums 1 and the shift is rigid again.

```lean
#print axioms KoopmansDimer.densityMatrix_dimer
-- 'KoopmansDimer.densityMatrix_dimer' depends on axioms: [propext, Classical.choice, Quot.sound]
#print axioms KoopmansDimer.isLevel_kiHamiltonian_dimer_iff
-- 'KoopmansDimer.isLevel_kiHamiltonian_dimer_iff' depends on axioms: [propext, Classical.choice, Quot.sound]
#print axioms KoopmansDimer.kiHamiltonian_dimer_eq_iff
-- 'KoopmansDimer.kiHamiltonian_dimer_eq_iff' depends on axioms: [propext, Classical.choice, Quot.sound]
#print axioms KoopmansDimer.trimer_shift_not_rigid
-- 'KoopmansDimer.trimer_shift_not_rigid' depends on axioms: [propext, Classical.choice, Quot.sound]
```
